# Energy corrections in logarithmic perturbation theory

Let ρ, W₀, W₁, W₂, … be real functions on the line with ∫ρ dx = 1 and ρ' = −2W₀ρ, and put

Sₙ = Σ_{k=1}^{n−1} W_k W_{n−k}.

Suppose that for an order n and a number Eₙ the function Wₙ is differentiable and solves

Wₙ' − 2W₀Wₙ = 2Eₙ + Sₙ,

that ρSₙ is integrable, and that ρWₙ → 0 as x → ±∞. Then

Eₙ = −½ ∫ ρ Sₙ dx.

For n = 2 and ρ > 0 this reads E₂ = −½∫ρW₁² dx ≤ 0. In units with ħ = m = 1, take one particle on the line in a potential V₀ + λV₁, with ρ the density of its nodeless ground state at λ = 0 and W_k the coefficient of λᵏ in −ψ'/ψ for the perturbed ground state ψ. Then E₂ is the coefficient of λ² in the ground-state energy, obtained by quadrature and without a sum over excited states.

## Derivation

Take H = −½ d²/dx² + V with ħ = m = 1, and describe a real wave function ψ by W, minus its logarithmic derivative, so that ψ' = −Wψ. Then ψ'' = (W² − W')ψ, and where ψ ≠ 0 the equation −½ψ'' + Vψ = Eψ, divided by ψ, becomes the Riccati equation

W' − W² = 2(E − V).

Let V = V₀ + λV₁ with coupling λ, and expand W = Σ λⁿWₙ and E = Σ λⁿEₙ. For n ≥ 1 the coefficient of λⁿ in W² is Σ_{k=0}^{n} W_k W_{n−k}; the terms k = 0 and k = n give 2W₀Wₙ and the rest is Sₙ. Matching powers gives

W₁' − 2W₀W₁ = 2E₁ − 2V₁,

Wₙ' − 2W₀Wₙ = 2Eₙ + Sₙ for n ≥ 2.

Both have the form w' − 2W₀w = 2E + g, with w and E now the corrections at one order and g a known source. With ψ₀ the normalised unperturbed state, ψ₀' = −W₀ψ₀, the density ρ = ψ₀² has ρ' = 2ψ₀ψ₀' = −2W₀ρ, which makes it an integrating factor:

(ρw)' = ρw' − 2W₀ρw = ρ(2E + g).

If ρw → 0 at −∞, integration up to a point x with ρ(x) > 0 gives

w(x) = ρ(x)⁻¹ ∫_{−∞}^{x} ρ(2E + g) dy.

Integration over the whole line, with ∫ρ dx = 1, gives

lim_{x→+∞} ρw = 2E + ∫ρg dx.

So ρw vanishes at +∞ exactly when E = −½∫ρg dx. The source g = −2V₁ gives E₁ = ∫ρV₁ dx, and g = Sₙ gives the claim. Since S₂ = W₁², the integrand at second order is nonnegative and E₂ ≤ 0. If E₂ = 0 and W₁ is continuous, the continuous nonnegative function ρW₁² has zero integral, hence vanishes everywhere, and ρ > 0 forces W₁ = 0.

## Definitions

```lean
import Mathlib

open MeasureTheory Filter Topology Set

namespace LogarithmicPerturbation

noncomputable section
```

All integrals are Lebesgue integrals on ℝ. The corrections form one family `W : ℕ → ℝ → ℝ`, with `W k x` for W_k(x).

```lean
/-- The source `Sₙ = ∑_{k=1}^{n-1} W_k W_{n-k}` built from lower-order corrections. -/
def S (W : ℕ → ℝ → ℝ) (n : ℕ) (x : ℝ) : ℝ := ∑ k ∈ Finset.Ico 1 n, W k x * W (n - k) x
```

`Finset.Ico 1 n` is {1, …, n−1}, which is empty for n ≤ 1, so S₀ = S₁ = 0.

```lean
/-- A normalised unperturbed density with `ρ' = -2 W₀ ρ`. -/
structure Unperturbed (ρ W₀ : ℝ → ℝ) : Prop where
  norm : ∫ x, ρ x = 1
  slope : ∀ x, HasDerivAt ρ (-2 * W₀ x * ρ x) x
```

The unperturbed problem enters only through the normalisation and the slope of ρ. Neither ψ₀, V₀ nor E₀ appears, and positivity is added only where it is used.

```lean
/-- `w` is differentiable and solves the inhomogeneous equation `w' - 2 W₀ w = 2E + g`. -/
def SolvesOrder (W₀ w g : ℝ → ℝ) (E : ℝ) : Prop :=
  Differentiable ℝ w ∧ ∀ x, deriv w x - 2 * W₀ x * w x = 2 * E + g x
```

`Unperturbed` does not itself exclude a node of ψ₀, since ρ and ρ' both vanish there and the slope relation holds for any value of W₀. At such a node −ψ₀'/ψ₀ has a pole, and if the node moves at first order in λ then W₁ has a double pole, which differentiability on the whole line rules out. The intended case is a nodeless state, but this is a hypothesis only where ρ > 0 is assumed everywhere, in `second_order`.

## The order-by-order equations

```lean
/-- For `ψ' = -W ψ` and `ψ(x) ≠ 0`, the Schrödinger equation `-ψ''/2 + Vψ = Eψ` at `x` is
equivalent to the Riccati equation `W' - W² = 2(E - V)` at `x`. -/
theorem schrodinger_iff_riccati {ψ W V : ℝ → ℝ} {E dW x : ℝ}
    (hψ : ∀ y, HasDerivAt ψ (-W y * ψ y) y) (hW : HasDerivAt W dW x) (hx : ψ x ≠ 0) :
    -(1 / 2) * deriv (deriv ψ) x + V x * ψ x = E * ψ x ↔ dW - W x ^ 2 = 2 * (E - V x) := by
  have h1 : deriv ψ = fun y => -W y * ψ y := funext fun y => (hψ y).deriv
  have h2 : HasDerivAt (fun y => -W y * ψ y) ((W x ^ 2 - dW) * ψ x) x :=
    (hW.fun_neg.fun_mul (hψ x)).congr_deriv (by ring)
  rw [h1, h2.deriv]
  constructor
  · intro h
    apply mul_right_cancel₀ hx
    linear_combination 2 * h
  · intro h
    linear_combination (ψ x / 2) * h
```

The equivalence is pointwise: `dW` is W'(x), and W has to be differentiable only at x. Step `h2` is ψ'' = (W² − W')ψ. The forward direction cancels ψ(x) by `mul_right_cancel₀ hx` and doubles the Schrödinger equation; the backward direction multiplies the Riccati equation by ψ(x)/2.

```lean
/-- For `n ≥ 1` the order-`n` coefficient of the square of the formal series `∑ λᵏ W_k(x)`
is `2 W₀ Wₙ + Sₙ`. -/
theorem coeff_sq (W : ℕ → ℝ → ℝ) (x : ℝ) {n : ℕ} (hn : 0 < n) :
    PowerSeries.coeff n ((PowerSeries.mk fun k => W k x) ^ 2)
      = 2 * W 0 x * W n x + S W n x := by
  rw [sq, PowerSeries.coeff_mul, Finset.Nat.sum_antidiagonal_eq_sum_range_succ_mk]
  simp only [PowerSeries.coeff_mk, Nat.succ_eq_add_one]
  -- split off the terms k = n and k = 0
  rw [Finset.sum_range_succ, Finset.range_eq_Ico, Finset.sum_eq_sum_Ico_succ_bot hn]
  simp only [S, zero_add, Nat.sub_zero, Nat.sub_self]
  ring
```

At fixed x the numbers W_k(x) are the coefficients of a formal power series in λ, so convergence plays no part. The Cauchy product becomes a sum over k = 0, …, n, and the two end terms are split off as above. These two theorems account for the shape of the order-n equation. No theorem passes from the Riccati equation to it by termwise differentiation, and from here on it is the hypothesis `SolvesOrder`.

## Integrating factor and solvability

```lean
/-- The density is an integrating factor: `(ρ w)' = ρ (2E + g)`. -/
theorem integrating_factor {ρ W₀ w g : ℝ → ℝ} {E : ℝ}
    (hρ : ∀ x, HasDerivAt ρ (-2 * W₀ x * ρ x) x) (hw : SolvesOrder W₀ w g E) (x : ℝ) :
    HasDerivAt (fun y => ρ y * w y) (ρ x * (2 * E + g x)) x :=
  ((hρ x).fun_mul (hw.1 x).hasDerivAt).congr_deriv (by rw [← hw.2 x]; ring)
```

The product rule returns the derivative in the form −2W₀ρw + ρw'. `congr_deriv` exchanges it for ρ(2E + g), once `hw.2 x` has rewritten 2E + g as w' − 2W₀w and `ring` has matched the two sides. This pattern, a derivative assembled by rules and then restated through `congr_deriv (by ring)`, is worth reusing, because each rule can return whatever form it produces and the algebra is done once at the end.

```lean
/-- If `ρ' = -2W₀ρ`, `w' - 2W₀w = 2E + g`, `ρ (2E + g)` is integrable on `(-∞, x]`,
`ρ w` vanishes at `-∞` and `ρ(x) > 0`, then `w(x) = ρ(x)⁻¹ ∫_{-∞}^x ρ (2E + g)`. -/
theorem correction_formula {ρ W₀ w g : ℝ → ℝ} {E x : ℝ}
    (hρ : ∀ x, HasDerivAt ρ (-2 * W₀ x * ρ x) x) (hw : SolvesOrder W₀ w g E) (hx : 0 < ρ x)
    (hint : IntegrableOn (fun y => ρ y * (2 * E + g y)) (Iic x))
    (hbot : Tendsto (fun y => ρ y * w y) atBot (𝓝 0)) :
    w x = (ρ x)⁻¹ * ∫ y in Iic x, ρ y * (2 * E + g y) := by
  have h := integral_Iic_of_hasDerivAt_of_tendsto'
    (fun y _ => integrating_factor hρ hw y) hint hbot
  rw [h, sub_zero]
  exact (inv_mul_cancel_left₀ hx.ne' _).symm
```

Besides the equation for w, only the slope relation, positivity at the single point x, integrability on (−∞, x] (`Iic x`) and decay at −∞ (`atBot`) are used. The fundamental theorem of calculus on a half-line gives ∫ρ(2E + g) = ρ(x)w(x) − 0. The theorem evaluates a solution w that is given; it does not construct one.

```lean
/-- Solvability condition for a solution `w` of `w' - 2W₀w = 2E + g` and a normalised `ρ` with
`ρ' = -2W₀ρ`: if `ρ g` is integrable and `ρ w` vanishes at `-∞`, then `ρ w`
vanishes at `+∞` exactly when `E = -(1/2) ∫ ρ g`. -/
theorem solvability {ρ W₀ w g : ℝ → ℝ} {E : ℝ} (hρ : Unperturbed ρ W₀)
    (hw : SolvesOrder W₀ w g E) (hg : Integrable fun x => ρ x * g x)
    (hbot : Tendsto (fun y => ρ y * w y) atBot (𝓝 0)) :
    Tendsto (fun y => ρ y * w y) atTop (𝓝 0) ↔ E = -(1 / 2) * ∫ x, ρ x * g x := by
  have hi : Integrable ρ := by
    by_contra h
    have h1 := hρ.norm
    rw [integral_undef h] at h1
    exact zero_ne_one h1
  have hF : (fun x => ρ x * (2 * E + g x)) = fun x => 2 * E * ρ x + ρ x * g x := by
    funext x
    ring
  have hFi : Integrable fun x => ρ x * (2 * E + g x) := by
    rw [hF]
    exact (hi.const_mul _).add hg
  have hI : ∫ x, ρ x * (2 * E + g x) = 2 * E + ∫ x, ρ x * g x := by
    rw [hF, integral_add (hi.const_mul _) hg, integral_const_mul, hρ.norm, mul_one]
  have hd := integrating_factor hρ.slope hw
  -- the limit of ρ w at +∞ equals 2E + ∫ ρ g
  have key : ∀ L, Tendsto (fun y => ρ y * w y) atTop (𝓝 L) →
      L = 2 * E + ∫ x, ρ x * g x := by
    intro L hL
    have h := integral_of_hasDerivAt_of_tendsto hd hFi hbot hL
    linarith
  constructor
  · intro htop
    have h := key 0 htop
    linarith
  · intro hE
    have hl := tendsto_limUnder_of_hasDerivAt_of_integrableOn_Ioi (a := 0)
      (fun y _ => hd y) hFi.integrableOn
    have h0 : 2 * E + ∫ x, ρ x * g x = 0 := by linarith
    have h := (key _ hl).trans h0
    rwa [h] at hl
```

In `hi` the integrability of ρ comes from the normalisation: Lean assigns the value 0 to the integral of a non-integrable function (`integral_undef`), and 0 ≠ 1, while no such argument is available for ρg, whose integrability is the hypothesis `hg`. The steps `hFi` and `hI` show that ρ(2E + g) is integrable with integral 2E + ∫ρg. Then `key` says that any limit L of ρw at +∞ (`atTop`) equals that number. The forward direction takes L = 0. The backward direction first needs a limit to exist, which the derivation above took for granted; `tendsto_limUnder_of_hasDerivAt_of_integrableOn_Ioi` supplies it from the integrability of the derivative on (0, ∞), and `key` identifies it as 0.

## The energy corrections

```lean
/-- Energy correction of logarithmic perturbation theory: if `Wₙ' - 2W₀Wₙ = 2Eₙ + Sₙ`, `ρ Sₙ`
is integrable and `ρ Wₙ` vanishes at both infinities, then `Eₙ = -(1/2) ∫ ρ Sₙ`. -/
theorem energy_correction {ρ : ℝ → ℝ} {W : ℕ → ℝ → ℝ} {E : ℕ → ℝ} {n : ℕ}
    (hρ : Unperturbed ρ (W 0)) (hw : SolvesOrder (W 0) (W n) (S W n) (E n))
    (hS : Integrable fun x => ρ x * S W n x)
    (hbot : Tendsto (fun y => ρ y * W n y) atBot (𝓝 0))
    (htop : Tendsto (fun y => ρ y * W n y) atTop (𝓝 0)) :
    E n = -(1 / 2) * ∫ x, ρ x * S W n x :=
  (solvability hρ hw hS hbot).1 htop
```

This is the forward half of `solvability` with g = Sₙ. It carries neither ρ > 0 nor n ≥ 2 as a hypothesis, since the integration uses neither. Its physical content is nevertheless confined to n ≥ 2. At n = 1 the hypothesis `hw` is the first-order equation without its V₁ term and the conclusion is E₁ = 0; at n = 0 it is W₀' − 2W₀² = 2E₀, which is not the zeroth-order Riccati equation. The lower corrections inside Sₙ are arbitrary functions here, not required to solve their own equations. Existence of Wₙ, the decay of ρWₙ and convergence of the series in λ are not addressed.

An easy mistake is to put the boundary condition on Wₙ in place of ρWₙ. The corrections to a logarithmic derivative need not decay: in the oscillator example below W₁ is the constant 1, and a condition W₁ → 0 would exclude it.

```lean
/-- First order: if `W₁' - 2W₀W₁ = 2E₁ - 2V₁`, `ρ V₁` is integrable and `ρ W₁` vanishes at
both infinities, then `E₁ = ∫ ρ V₁`. -/
theorem first_order {ρ W₀ W₁ V₁ : ℝ → ℝ} {E₁ : ℝ} (hρ : Unperturbed ρ W₀)
    (hw : SolvesOrder W₀ W₁ (fun x => -2 * V₁ x) E₁) (hV : Integrable fun x => ρ x * V₁ x)
    (hbot : Tendsto (fun y => ρ y * W₁ y) atBot (𝓝 0))
    (htop : Tendsto (fun y => ρ y * W₁ y) atTop (𝓝 0)) :
    E₁ = ∫ x, ρ x * V₁ x := by
  have hF : (fun x => ρ x * (-2 * V₁ x)) = fun x => -2 * (ρ x * V₁ x) := by
    funext x
    ring
  have hg : Integrable fun x => ρ x * (-2 * V₁ x) := by
    rw [hF]
    exact hV.const_mul _
  have h : E₁ = -(1 / 2) * ∫ x, ρ x * (-2 * V₁ x) := (solvability hρ hw hg hbot).1 htop
  rw [hF, integral_const_mul] at h
  linarith
```

First order has its own source, g = −2V₁. Pulling the factor −2 out of the integral (`hF`, `integral_const_mul`) turns −½∫ρ(−2V₁) into ∫ρV₁, the expectation value of the perturbation in the unperturbed density.

```lean
/-- The second-order source is `S₂ = W₁²`. -/
theorem source_two (W : ℕ → ℝ → ℝ) (x : ℝ) : S W 2 x = W 1 x ^ 2 := by
  have h : Finset.Ico 1 2 = {1} := by decide
  rw [S, h, Finset.sum_singleton, sq]
```

The sum has the single term k = 1.

```lean
/-- Second order, for a positive density: `E₂ = -(1/2) ∫ ρ W₁²` is not positive, and for
continuous `W₁` it vanishes exactly when `W₁ = 0`. -/
theorem second_order {ρ : ℝ → ℝ} {W : ℕ → ℝ → ℝ} {E : ℕ → ℝ}
    (hρ : Unperturbed ρ (W 0)) (hpos : ∀ x, 0 < ρ x)
    (hw : SolvesOrder (W 0) (W 2) (S W 2) (E 2)) (hS : Integrable fun x => ρ x * S W 2 x)
    (hbot : Tendsto (fun y => ρ y * W 2 y) atBot (𝓝 0))
    (htop : Tendsto (fun y => ρ y * W 2 y) atTop (𝓝 0)) :
    E 2 = -(1 / 2) * ∫ x, ρ x * W 1 x ^ 2 ∧ E 2 ≤ 0 ∧
      (Continuous (W 1) → (E 2 = 0 ↔ W 1 = 0)) := by
  have h := energy_correction hρ hw hS hbot htop
  simp only [source_two] at h hS
  have hnn : 0 ≤ fun x => ρ x * W 1 x ^ 2 := fun x => mul_nonneg (hpos x).le (sq_nonneg _)
  have hI : 0 ≤ ∫ x, ρ x * W 1 x ^ 2 := integral_nonneg hnn
  refine ⟨h, by linarith, fun hc => ⟨fun h0 => ?_, fun h0 => ?_⟩⟩
  · -- a continuous nonnegative integrand with zero integral vanishes identically
    have hρc : Continuous ρ := continuous_iff_continuousAt.2 fun x => (hρ.slope x).continuousAt
    have hcont : Continuous fun x => ρ x * W 1 x ^ 2 := hρc.mul (hc.pow 2)
    have hz : ∫ x, ρ x * W 1 x ^ 2 = 0 := by linarith
    have hae := (integral_eq_zero_iff_of_nonneg hnn hS).1 hz
    have heq := (hcont.ae_eq_iff_eq volume continuous_zero).1 hae
    funext x
    have hx : ρ x * W 1 x ^ 2 = 0 := congrFun heq x
    exact pow_eq_zero_iff two_ne_zero |>.1 ((mul_eq_zero.1 hx).resolve_left (hpos x).ne')
  · rw [h, h0]
    simp
```

The conclusion has three parts: the value of E₂, its sign, and, under continuity of W₁, the equivalence E₂ = 0 ⇔ W₁ = 0. Continuity is assumed separately because no equation for W₁ is among the hypotheses. Positivity `hpos` gives `hnn`, the nonnegativity of ρW₁². A zero integral gives ρW₁² = 0 almost everywhere (`hae`), continuity upgrades that to every point (`heq`), and ρ(x) ≠ 0 leaves W₁(x) = 0.

## The displaced oscillator

For V₀ = x²/2 and V₁ = x, completing the square gives V = (x + λ)²/2 − λ²/2, so the ground state has W = x + λ and E = ½ − λ²/2; this exact solution suggests the data below and is not itself among the theorems. The formula agrees with it: E₂ = −½∫ρ·1² dx = −½.

```lean
/-- The Gaussian density `exp(-x²)/√π`. -/
def gauss (x : ℝ) : ℝ := Real.exp (-x ^ 2) / √Real.pi

/-- The corrections `W₀ = x`, `W₁ = 1`, `Wₙ = 0` for `n ≥ 2`. -/
def oscW : ℕ → ℝ → ℝ
  | 0 => fun x => x
  | 1 => fun _ => 1
  | _ + 2 => fun _ => 0

/-- The energy corrections `E₂ = -1/2` and `Eₙ = 0` at the other orders. -/
def oscE (n : ℕ) : ℝ := if n = 2 then -1 / 2 else 0
```

The value `oscE 0` is 0 and not E₀ = ½; it is never used.

```lean
/-- The Gaussian density with `oscW`, `oscE` solves the first-order equation for `V₁ = x` and
meets the hypotheses of the energy formula at every order `n ≥ 2`. -/
theorem energy_correction_witness :
    (∀ x, 0 < gauss x) ∧ Unperturbed gauss (oscW 0) ∧
      SolvesOrder (oscW 0) (oscW 1) (fun x => -2 * x) (oscE 1) ∧
      ∀ n, 2 ≤ n → SolvesOrder (oscW 0) (oscW n) (S oscW n) (oscE n) ∧
        Integrable (fun x => gauss x * S oscW n x) ∧
        Tendsto (fun y => gauss y * oscW n y) atBot (𝓝 0) ∧
        Tendsto (fun y => gauss y * oscW n y) atTop (𝓝 0) := by
  have hπ : 0 < √Real.pi := Real.sqrt_pos.2 Real.pi_pos
  have hnorm : ∫ x, gauss x = 1 := by
    have h := integral_gaussian 1
    simp only [neg_mul, one_mul, div_one] at h
    simp only [gauss]
    rw [integral_div, h, div_self hπ.ne']
  have hi : Integrable gauss := by
    by_contra h
    rw [integral_undef h] at hnorm
    exact zero_ne_one hnorm
  have hz : ∀ m, 2 ≤ m → oscW m = fun _ => 0 := by
    intro m hm
    obtain ⟨j, rfl⟩ : ∃ j, m = j + 2 := ⟨m - 2, by omega⟩
    rfl
  have hS : ∀ n, 2 ≤ n → S oscW n = fun _ => -2 * oscE n := by
    intro n hn
    funext x
    by_cases h2 : n = 2
    · subst h2
      rw [source_two]
      show (1 : ℝ) ^ 2 = -2 * oscE 2
      norm_num [oscE]
    · rw [oscE, if_neg h2, mul_zero]
      refine Finset.sum_eq_zero fun k hk => ?_
      have hk' := Finset.mem_Ico.1 hk
      by_cases h1 : k = 1
      · simp [hz (n - k) (by omega)]
      · simp [hz k (by omega)]
  refine ⟨fun x => div_pos (Real.exp_pos _) hπ, ⟨hnorm, fun x => ?_⟩,
    ⟨differentiable_const (1 : ℝ), fun x => ?_⟩, fun n hn => ?_⟩
  · have h : HasDerivAt (fun y : ℝ => -y ^ 2) (-(2 * x)) x := by
      simpa using (hasDerivAt_pow 2 x).fun_neg
    have h2 : HasDerivAt (fun y : ℝ => Real.exp (-y ^ 2) / √Real.pi)
        (-2 * x * (Real.exp (-x ^ 2) / √Real.pi)) x :=
      (h.exp.div_const _).congr_deriv (by ring)
    exact h2
  · show deriv (fun _ : ℝ => (1 : ℝ)) x - 2 * x * 1 = 2 * oscE 1 + -2 * x
    simp [oscE]
  · rw [hz n hn, hS n hn]
    refine ⟨⟨differentiable_const _, fun x => by simp⟩, hi.mul_const _, ?_, ?_⟩ <;> simp

end

end LogarithmicPerturbation
```

The theorem states that the Gaussian is positive and satisfies `Unperturbed` with W₀ = x, that W₁ = 1 solves the first-order equation with E₁ = 0, and that all hypotheses of `energy_correction` hold for every n ≥ 2, with those of `second_order` at n = 2. The integrability and decay hypotheses of `first_order` are not part of it. The normalisation comes from `integral_gaussian 1`. Step `hS` shows Sₙ = −2Eₙ: for n = 2 both sides are 1, and for n ≥ 3 every product W_k W_{n−k} has a factor of index at least 2, which is zero. The order-n equation then reads 0 = 0, and ρWₙ = 0 tends to zero at both ends.

The statement could have started instead from a positive normalised ψ₀ solving the unperturbed Schrödinger equation, with ρ = ψ₀² and W₀ = −ψ₀'/ψ₀ as definitions and the Riccati equation imposed as an identity between formal series in λ. The slope relation and the order-n equations would then be derived, and n ≥ 2 would become a real hypothesis, because V₁ enters at order 1. The decay and integrability assumptions would remain, and V₀ and E₀ would appear without affecting the formula.

```lean
#print axioms LogarithmicPerturbation.correction_formula
-- 'LogarithmicPerturbation.correction_formula' depends on axioms: [propext, Classical.choice, Quot.sound]
#print axioms LogarithmicPerturbation.energy_correction
-- 'LogarithmicPerturbation.energy_correction' depends on axioms: [propext, Classical.choice, Quot.sound]
#print axioms LogarithmicPerturbation.first_order
-- 'LogarithmicPerturbation.first_order' depends on axioms: [propext, Classical.choice, Quot.sound]
#print axioms LogarithmicPerturbation.second_order
-- 'LogarithmicPerturbation.second_order' depends on axioms: [propext, Classical.choice, Quot.sound]
```
